# Pair occupations of N fermions in finitely many orbitals are the pair probabilities of random N-orbital sets

Q: On a lattice with density-density repulsion V_ij, the interaction energy is ½ Σ_{i≠j} V_ij p_ij, where p_ij is the probability that spin-orbitals i and j are both occupied. If I vary the p_ij directly, which values belong to N-electron states? And does the Lean code contain such states at all?

A: It contains their coefficients ψ(x) in a finite orthonormal basis, where x lists the orbitals of the N = `n + 2` particles. Passing from electrons in continuous space to this basis is a step you supply.

```lean
import Mathlib

open Finset
open scoped ComplexConjugate

namespace DiagonalRepresentability

noncomputable section

variable {ι : Type*} [Fintype ι] [DecidableEq ι] {n : ℕ}

/-- A normalised antisymmetric function of `N = n + 2` particles on a finite set of orbitals. -/
structure IsFermionic (ψ : (Fin (n + 2) → ι) → ℂ) : Prop where
  antisymm : ∀ (σ : Equiv.Perm (Fin (n + 2))) (x : Fin (n + 2) → ι),
    ψ (x ∘ σ) = ((Equiv.Perm.sign σ : ℤ) : ℂ) * ψ x
  normalised : ∑ x, ‖ψ x‖ ^ 2 = 1
```

Q: And the two-matrix?

A: With y the orbitals of the other N−2 particles, it is

D(ij,kl) = N(N−1) Σ_y ψ(i,j,y) conj ψ(k,l,y).

Some texts use a different prefactor. `ensemble` is the convex hull of these arrays, so it describes mixed states.

```lean
/-- The first two particles sit in orbitals `i` and `j`, the others in the orbitals `y`. -/
def pair (i j : ι) (y : Fin n → ι) : Fin (n + 2) → ι := Matrix.vecCons i (Matrix.vecCons j y)

/-- The two-matrix `D(ij,kl)`, with the factor `N (N - 1)` for `N = n + 2`. -/
def twoMatrix (ψ : (Fin (n + 2) → ι) → ℂ) (i j k l : ι) : ℂ :=
  ((n : ℂ) + 2) * (n + 1) * ∑ y : Fin n → ι, ψ (pair i j y) * conj (ψ (pair k l y))

/-- The finite convex combinations of two-matrices of `(n + 2)`-fermion functions. -/
def ensemble (ι : Type*) [Fintype ι] (n : ℕ) : Set (ι → ι → ι → ι → ℂ) :=
  convexHull ℝ {D | ∃ ψ : (Fin (n + 2) → ι) → ℂ, IsFermionic ψ ∧ D = twoMatrix ψ}
```

Q: What is the proposed answer?

A: That some probability P on N-element orbital sets T gives, for i ≠ j,

p_ij = Σ_{T containing i and j} P(T).

The theorem tests this on the array p_ij (δ_ik δ_jl − δ_il δ_jk). The bracket vanishes at i = j, so p_ii is irrelevant. Symmetry of p for i ≠ j follows from either side.

```lean
/-- For `i ≠ j`, `p i j` is the probability that a random `(n + 2)`-element set of orbitals
contains both `i` and `j`. -/
def IsPairProbability (n : ℕ) (p : ι → ι → ℝ) : Prop :=
  ∃ P : Finset ι → ℝ, (∀ T, 0 ≤ P T) ∧ ∑ T ∈ powersetCard (n + 2) univ, P T = 1 ∧
    ∀ i j, i ≠ j → p i j = ∑ T ∈ powersetCard (n + 2) univ, if i ∈ T ∧ j ∈ T then P T else 0

/-- The exchange factor `δ_ik δ_jl - δ_il δ_jk`. -/
def exchange (i j k l : ι) : ℂ :=
  (if i = k then 1 else 0) * (if j = l then 1 else 0)
    - (if i = l then 1 else 0) * (if j = k then 1 else 0)

/-- The array `p_ij (δ_ik δ_jl - δ_il δ_jk)`. -/
def pairKernel (p : ι → ι → ℝ) (i j k l : ι) : ℂ := (p i j : ℂ) * exchange i j k l
```

Q: Why should a quantum state give a classical P?

A: Swapping two particles in the same orbital gives ψ = −ψ, so ψ = 0 there. Permutation symmetry also gives every ordered pair of distinct particles the same weight for sitting in i and j.

```lean
omit [DecidableEq ι] in
/-- Pauli principle: a fermionic function vanishes when two particles share an orbital. -/
theorem pauli {ψ : (Fin (n + 2) → ι) → ℂ} (h : IsFermionic ψ) {x : Fin (n + 2) → ι}
    (hx : ¬ Function.Injective x) : ψ x = 0 := by
  simp only [Function.Injective, not_forall] at hx
  obtain ⟨a, b, hab, hne⟩ := hx
  have hs : x ∘ Equiv.swap a b = x := by
    funext c
    simp only [Function.comp_apply, Equiv.swap_apply_def]
    split_ifs with h1 h2
    · rw [h1, hab]
    · rw [h2, hab]
    · rfl
  have key := h.antisymm (Equiv.swap a b) x
  rw [hs, Equiv.Perm.sign_swap hne] at key
  simp only [Units.val_neg, Units.val_one, Int.cast_neg, Int.cast_one] at key
  linear_combination key / 2

/-- In a fermionic function, the weight for finding two different particles `a`, `b` in orbitals
`i`, `j` is the same as for the first two particles. -/
theorem sum_two_positions {ψ : (Fin (n + 2) → ι) → ℂ} (h : IsFermionic ψ) {a b : Fin (n + 2)}
    (hab : a ≠ b) (i j : ι) :
    ∑ x, (if x a = i ∧ x b = j then ‖ψ x‖ ^ 2 else 0) = ∑ y, ‖ψ (pair i j y)‖ ^ 2 := by
  -- a permutation that carries the first two particles to `a` and `b`
  obtain ⟨σ, h0, h1⟩ : ∃ σ : Equiv.Perm (Fin (n + 2)), σ 0 = a ∧ σ (Fin.succ 0) = b := by
    refine ⟨(Equiv.swap 0 a).trans (Equiv.swap (Equiv.swap 0 a (Fin.succ 0)) b), ?_, ?_⟩
    · rw [Equiv.trans_apply, Equiv.swap_apply_left]
      refine Equiv.swap_apply_of_ne_of_ne (fun e => ?_) hab
      exact Fin.succ_ne_zero _ ((Equiv.swap 0 a).injective
        ((Equiv.swap_apply_left 0 a).trans e)).symm
    · rw [Equiv.trans_apply, Equiv.swap_apply_left]
  have hn : ∀ x, ‖ψ (x ∘ σ)‖ = ‖ψ x‖ := fun x => by
    rcases Int.units_eq_one_or (Equiv.Perm.sign σ) with e | e <;> rw [h.antisymm, e] <;> simp
  rw [Fintype.sum_equiv (Equiv.arrowCongr σ.symm (Equiv.refl ι)) _
    (fun x => if x 0 = i ∧ x (Fin.succ 0) = j then ‖ψ x‖ ^ 2 else 0) (fun x => by
      change _ = if x (σ 0) = i ∧ x (σ (Fin.succ 0)) = j then ‖ψ (x ∘ σ)‖ ^ 2 else 0
      rw [h0, h1, hn]), ← sum_filter]
  symm
  refine sum_bij (fun y _ => pair i j y) (fun y _ => mem_filter.2 ⟨mem_univ _, rfl, rfl⟩)
    (fun y _ z _ e => funext fun c => congrFun e c.succ.succ) (fun x hx => ?_) (fun _ _ => rfl)
  obtain ⟨-, e0, e1⟩ := mem_filter.1 hx
  refine ⟨fun c => x c.succ.succ, mem_univ _, funext fun c => ?_⟩
  exact Fin.cases e0.symm (fun c => Fin.cases e1.symm (fun _ => rfl) c) c
```

There are N(N−1) such pairs. When x has no repeats and contains i and j, exactly one pair (a,b) has x_a = i and x_b = j. Hence, for i ≠ j,

D(ij,ij) = N(N−1) Σ_y |ψ(i,j,y)|² = Σ_{x containing i and j} |ψ(x)|².

```lean
/-- For a fermionic function and `i ≠ j`, the element `D(ij,ij)` of its two-matrix is the
probability that both orbitals are occupied. -/
theorem pair_occupation {ψ : (Fin (n + 2) → ι) → ℂ} (h : IsFermionic ψ) {i j : ι} (hij : i ≠ j) :
    twoMatrix ψ i j i j =
      ((∑ x, if i ∈ univ.image x ∧ j ∈ univ.image x then ‖ψ x‖ ^ 2 else 0 : ℝ) : ℂ) := by
  have hA : ∀ x, (if i ∈ univ.image x ∧ j ∈ univ.image x then ‖ψ x‖ ^ 2 else 0)
      = ∑ a, ∑ b, if x a = i ∧ x b = j then ‖ψ x‖ ^ 2 else 0 := by
    intro x
    by_cases hx : Function.Injective x
    · by_cases hr : i ∈ univ.image x ∧ j ∈ univ.image x
      · rw [if_pos hr]
        obtain ⟨a, -, ha⟩ := mem_image.1 hr.1
        obtain ⟨b, -, hb⟩ := mem_image.1 hr.2
        rw [Fintype.sum_eq_single a, Fintype.sum_eq_single b]
        · rw [if_pos ⟨ha, hb⟩]
        · exact fun c hc => if_neg fun e => hc (hx (e.2.trans hb.symm))
        · exact fun c hc => sum_eq_zero fun d _ => if_neg fun e => hc (hx (e.1.trans ha.symm))
      · rw [if_neg hr]
        exact (sum_eq_zero fun a _ => sum_eq_zero fun b _ => if_neg fun e =>
          hr ⟨mem_image.2 ⟨a, mem_univ _, e.1⟩, mem_image.2 ⟨b, mem_univ _, e.2⟩⟩).symm
    · simp [pauli h hx]
  obtain ⟨S, hS⟩ : ∃ S, S = ∑ y, ‖ψ (pair i j y)‖ ^ 2 := ⟨_, rfl⟩
  -- each of the `N (N - 1)` ordered pairs of particles contributes `S`
  have hB : ∀ a, ∑ x, ∑ b, (if x a = i ∧ x b = j then ‖ψ x‖ ^ 2 else 0) = ((n : ℝ) + 1) * S := by
    intro a
    have hb : ∀ b, ∑ x, (if x a = i ∧ x b = j then ‖ψ x‖ ^ 2 else 0)
        = S - if a = b then S else 0 := by
      intro b
      by_cases hab : a = b
      · subst hab
        rw [if_pos rfl, sub_self]
        exact sum_eq_zero fun x _ => if_neg fun e => hij (e.1.symm.trans e.2)
      · rw [if_neg hab, sub_zero, hS, sum_two_positions h hab]
    rw [sum_comm, sum_congr rfl fun b _ => hb b]
    simp only [sum_sub_distrib, sum_const, card_univ, Fintype.card_fin, nsmul_eq_mul,
      sum_ite_eq, mem_univ, if_true]
    push_cast
    ring
  have hR : ∑ x, (if i ∈ univ.image x ∧ j ∈ univ.image x then ‖ψ x‖ ^ 2 else 0)
      = ((n : ℝ) + 2) * (n + 1) * S := by
    rw [sum_congr rfl fun x _ => hA x, sum_comm, sum_congr rfl fun a _ => hB a]
    simp only [sum_const, card_univ, Fintype.card_fin, nsmul_eq_mul]
    push_cast
    ring
  rw [hR, hS]
  simp only [twoMatrix, Complex.mul_conj, Complex.normSq_eq_norm_sq]
  push_cast
  rfl
```

Now let P(T) be the sum of |ψ(x)|² over all x that fill exactly T. These weights sum to 1 and reproduce D(ij,ij).

Q: That is one pure state. What about mixtures?

A: `convexHull_min` handles them. The hull lies inside any convex set that contains its generators, so two checks suffice: pure states have the property, and aP + bQ serves for a two-term mixture with weights a and b. No list of mixed states is ever unpacked.

```lean
/-- For every ensemble two-matrix, the real parts of the elements `D(ij,ij)` with `i ≠ j` are the
pair probabilities of a random `(n + 2)`-element set of orbitals. -/
theorem ensemble_diagonal {D : ι → ι → ι → ι → ℂ} (hD : D ∈ ensemble ι n) :
    IsPairProbability n fun i j => (D i j i j).re := by
  refine convexHull_min (t := {D | IsPairProbability n fun i j => (D i j i j).re}) ?_ ?_ hD
  · rintro _ ⟨ψ, h, rfl⟩
    -- group the configurations by their set of occupied orbitals
    have key : ∀ f : Finset ι → ℝ, ∑ T ∈ powersetCard (n + 2) univ,
        f T * (∑ x, if univ.image x = T then ‖ψ x‖ ^ 2 else 0)
        = ∑ x, f (univ.image x) * ‖ψ x‖ ^ 2 := by
      intro f
      simp_rw [mul_sum]
      rw [sum_comm]
      refine sum_congr rfl fun x _ => ?_
      by_cases hx : Function.Injective x
      · have hc : univ.image x ∈ powersetCard (n + 2) univ := mem_powersetCard.2
          ⟨subset_univ _, by rw [card_image_of_injective _ hx, card_univ, Fintype.card_fin]⟩
        rw [sum_eq_single_of_mem _ hc fun T _ hT => by rw [if_neg (Ne.symm hT), mul_zero],
          if_pos rfl]
      · simp [pauli h hx]
    refine ⟨fun T => ∑ x, if univ.image x = T then ‖ψ x‖ ^ 2 else 0,
      fun T => sum_nonneg fun x _ => by split_ifs <;> positivity, ?_, fun i j hij => ?_⟩
    · simpa only [one_mul, h.normalised] using key fun _ => 1
    · change (twoMatrix ψ i j i j).re = _
      rw [pair_occupation h hij, Complex.ofReal_re]
      simpa only [ite_mul, one_mul, zero_mul] using
        (key fun T => if i ∈ T ∧ j ∈ T then 1 else 0).symm
  · rintro D₁ ⟨P, p0, p1, p2⟩ D₂ ⟨Q, q0, q1, q2⟩ a b ha hb hab
    refine ⟨fun T => a * P T + b * Q T,
      fun T => add_nonneg (mul_nonneg ha (p0 T)) (mul_nonneg hb (q0 T)), ?_, fun i j hij => ?_⟩
    · rw [sum_add_distrib, ← mul_sum, ← mul_sum, p1, q1, mul_one, mul_one, hab]
    · have e : ((a • D₁ + b • D₂) i j i j).re
          = a * (D₁ i j i j).re + b * (D₂ i j i j).re := by simp
      refine e.trans ?_
      rw [show (D₁ i j i j).re = _ from p2 i j hij, show (D₂ i j i j).re = _ from q2 i j hij,
        mul_sum, mul_sum, ← sum_add_distrib]
      exact sum_congr rfl fun T _ => by split_ifs <;> simp
```

Q: Conversely, who supplies a state for a given P?

A: Slater determinants. For T = {t_b},

Φ_T(x) = det[δ(x_a,t_b)] / √N!.

It is non-zero only on the N! orderings of T, each with weight 1/N!, so it is normalised.

```lean
/-- The overlaps of the occupied orbitals `x` with the orbitals `t`. -/
def overlap (t x : Fin (n + 2) → ι) : Matrix (Fin (n + 2)) (Fin (n + 2)) ℂ :=
  Matrix.of fun a b => if x a = t b then 1 else 0

/-- The Slater determinant of the orbitals `t`, with the prefactor `1 / √N!`. -/
def slater (t x : Fin (n + 2) → ι) : ℂ :=
  (overlap t x).det / ((Real.sqrt ((n + 2).factorial : ℝ) : ℝ) : ℂ)

omit [Fintype ι] in
/-- A Slater determinant is non-zero only on rearrangements of its own orbitals. -/
theorem slater_support {t x : Fin (n + 2) → ι} (h : slater t x ≠ 0) :
    ∃ σ : Equiv.Perm (Fin (n + 2)), x = t ∘ σ := by
  have hd : (overlap t x).det ≠ 0 := fun e => h (by rw [slater, e, zero_div])
  rw [Matrix.det_apply] at hd
  obtain ⟨σ, -, hσ⟩ := exists_ne_zero_of_sum_ne_zero hd
  have hx : ∀ a, x (σ a) = t a := by
    intro a
    by_contra hne
    have hz : ∏ i, overlap t x (σ i) i = 0 :=
      prod_eq_zero (mem_univ a) (by simp [overlap, hne])
    exact hσ (by rw [hz, smul_zero])
  exact ⟨σ.symm, funext fun a => by simpa using hx (σ.symm a)⟩

/-- A Slater determinant of distinct orbitals is antisymmetric and normalised. -/
theorem slater_fermionic {t : Fin (n + 2) → ι} (ht : Function.Injective t) :
    IsFermionic (slater t) := by
  have anti : ∀ (σ : Equiv.Perm (Fin (n + 2))) (x : Fin (n + 2) → ι),
      slater t (x ∘ σ) = ((Equiv.Perm.sign σ : ℤ) : ℂ) * slater t x := by
    intro σ x
    rw [slater, slater, show overlap t (x ∘ σ) = (overlap t x).submatrix σ id from rfl,
      Matrix.det_permute, mul_div_assoc]
  refine ⟨anti, ?_⟩
  have h1 : overlap t t = 1 := by
    ext a b
    simp [overlap, Matrix.one_apply, ht.eq_iff]
  have hv : ∀ σ : Equiv.Perm (Fin (n + 2)),
      (1 / ((n + 2).factorial : ℝ)) = ‖slater t (t ∘ σ)‖ ^ 2 := by
    intro σ
    have hs : ‖slater t t‖ ^ 2 = 1 / ((n + 2).factorial : ℝ) := by
      rw [slater, h1, Matrix.det_one, norm_div, div_pow, Complex.norm_real, Real.norm_eq_abs,
        sq_abs, Real.sq_sqrt (by positivity), norm_one, one_pow]
    rw [← hs, anti]
    rcases Int.units_eq_one_or (Equiv.Perm.sign σ) with e | e <;> rw [e] <;> simp
  -- the `N!` rearrangements of `t` carry equal weight
  rw [← Fintype.sum_of_injective (fun σ : Equiv.Perm (Fin (n + 2)) => t ∘ σ)
    (fun σ τ e => Equiv.ext fun a => ht (congrFun e a)) _ (fun x => ‖slater t x‖ ^ 2)
    (fun x hx => by
      have hz : slater t x = 0 := by
        by_contra hne
        obtain ⟨σ, hσ⟩ := slater_support hne
        exact hx ⟨σ, hσ.symm⟩
      simp [hz]) hv]
  have hf : ((n + 2).factorial : ℝ) ≠ 0 := by positivity
  rw [sum_const, card_univ, Fintype.card_perm, Fintype.card_fin, nsmul_eq_mul,
    mul_one_div_cancel hf]
```

In its two-matrix, (i,j,y) and (k,l,y) must both fill T, which forces {i,j} = {k,l}. Equal order gives +1 and reversed order −1:

D_T(ij,kl) = (δ_ik δ_jl − δ_il δ_jk) if i,j ∈ T, and 0 otherwise.

```lean
/-- The two-matrix of a Slater determinant of distinct orbitals is the exchange factor,
restricted to pairs `i`, `j` of occupied orbitals. -/
theorem slater_twoMatrix {t : Fin (n + 2) → ι} (ht : Function.Injective t) :
    twoMatrix (slater t) =
      pairKernel fun i j => if i ∈ univ.image t ∧ j ∈ univ.image t then 1 else 0 := by
  have hF := slater_fermionic ht
  have him : ∀ x, slater t x ≠ 0 → univ.image x = univ.image t := by
    intro x hx
    obtain ⟨σ, rfl⟩ := slater_support hx
    ext m
    simp only [mem_image, mem_univ, true_and, Function.comp_apply]
    exact ⟨fun ⟨a, e⟩ => ⟨σ a, e⟩, fun ⟨a, e⟩ => ⟨σ.symm a, by simpa using e⟩⟩
  funext i j k l
  by_cases hij : i = j
  · subst hij
    have hz : ∀ y, slater t (pair i i y) = 0 := fun y => pauli hF fun hi =>
      Fin.succ_ne_zero _ (hi (show pair i i y (Fin.succ 0) = pair i i y 0 from rfl))
    have he : exchange i i k l = 0 := by unfold exchange; ring
    simp [twoMatrix, pairKernel, hz, he]
  have hd : twoMatrix (slater t) i j i j
      = ((if i ∈ univ.image t ∧ j ∈ univ.image t then 1 else 0 : ℝ) : ℂ) := by
    rw [pair_occupation hF hij]
    congr 1
    have hc : ∀ x, (if i ∈ univ.image x ∧ j ∈ univ.image x then ‖slater t x‖ ^ 2 else 0)
        = if i ∈ univ.image t ∧ j ∈ univ.image t then ‖slater t x‖ ^ 2 else 0 := by
      intro x
      by_cases hx : slater t x = 0
      · simp [hx]
      · rw [him x hx]
    rw [sum_congr rfl fun x _ => hc x]
    split_ifs
    · exact hF.normalised
    · exact sum_const_zero
  by_cases h1 : k = i ∧ l = j
  · rw [h1.1, h1.2, hd]
    simp [pairKernel, exchange, hij]
  by_cases h2 : k = j ∧ l = i
  · -- exchanging the first two particles changes the sign
    have hs : ∀ y, slater t (pair j i y) = -slater t (pair i j y) := by
      intro y
      have e : pair j i y = pair i j y ∘ Equiv.swap 0 (Fin.succ 0) := by
        funext c
        induction c using Fin.cases with
        | zero => rw [Function.comp_apply, Equiv.swap_apply_left]; rfl
        | succ c =>
          induction c using Fin.cases with
          | zero => rw [Function.comp_apply, Equiv.swap_apply_right]; rfl
          | succ c =>
            rw [Function.comp_apply, Equiv.swap_apply_of_ne_of_ne (Fin.succ_ne_zero _)
              (fun h => Fin.succ_ne_zero _ (Fin.succ_injective _ h))]
            rfl
      rw [e, hF.antisymm, Equiv.Perm.sign_swap (Fin.succ_ne_zero _).symm]
      simp
    have hm : twoMatrix (slater t) i j j i = -twoMatrix (slater t) i j i j := by
      simp only [twoMatrix, hs, map_neg, mul_neg, sum_neg_distrib]
    rw [h2.1, h2.2, hm, hd]
    simp [pairKernel, exchange, hij]
  · have he : exchange i j k l = 0 := by
      unfold exchange
      split_ifs <;> simp_all
    rw [pairKernel, he, mul_zero, twoMatrix, sum_eq_zero, mul_zero]
    intro y _
    by_contra hne
    obtain ⟨hp, hq⟩ := mul_ne_zero_iff.1 hne
    have hq' : slater t (pair k l y) ≠ 0 := fun e => hq (by rw [e, map_zero])
    have hinj : Function.Injective (pair i j y) := by
      by_contra hn
      exact hp (pauli hF hn)
    -- both configurations fill the same orbitals, so `i` and `j` are among `k` and `l`
    have mem : ∀ m, (∀ c, y c ≠ m) → m ∈ univ.image (pair i j y) → m = k ∨ m = l := by
      intro m hm hmem
      rw [him _ hp, ← him _ hq'] at hmem
      obtain ⟨a, -, ha⟩ := mem_image.1 hmem
      induction a using Fin.cases with
      | zero => exact Or.inl ha.symm
      | succ a =>
        induction a using Fin.cases with
        | zero => exact Or.inr ha.symm
        | succ a => exact absurd ha (hm a)
    have hi := mem i (fun c e => Fin.succ_ne_zero _
      (hinj (show pair i j y c.succ.succ = pair i j y 0 from e)))
      (mem_image.2 ⟨0, mem_univ _, rfl⟩)
    have hj := mem j (fun c e => Fin.succ_ne_zero _ (Fin.succ_injective _
      (hinj (show pair i j y c.succ.succ = pair i j y (Fin.succ 0) from e))))
      (mem_image.2 ⟨Fin.succ 0, mem_univ _, rfl⟩)
    rcases hi with a | a <;> rcases hj with b | b
    · exact hij (a.trans b.symm)
    · exact h1 ⟨a.symm, b.symm⟩
    · exact h2 ⟨b.symm, a.symm⟩
    · exact hij (a.trans b.symm)
```

Then Σ_T P(T) D_T is the required array. `sum_mem` places this sum in the hull.

```lean
/-- The array `p_ij (δ_ik δ_jl - δ_il δ_jk)` is a finite convex combination of two-matrices of
`(n + 2)`-fermion functions if and only if, for `i ≠ j`, `p_ij` is the probability that a random
`(n + 2)`-element set of orbitals contains `i` and `j`. -/
theorem pairKernel_mem_ensemble_iff (p : ι → ι → ℝ) :
    pairKernel p ∈ ensemble ι n ↔ IsPairProbability n p := by
  constructor
  · intro h
    obtain ⟨P, h0, h1, h2⟩ := ensemble_diagonal h
    refine ⟨P, h0, h1, fun i j hij => Eq.trans ?_ (h2 i j hij)⟩
    simp [pairKernel, exchange, hij]
  · rintro ⟨P, h0, h1, h2⟩
    -- mix the Slater determinants of the subsets `T` with weights `P T`
    have hmix : ∑ T ∈ powersetCard (n + 2) univ,
        P T • pairKernel (fun i j => if i ∈ T ∧ j ∈ T then 1 else 0) ∈ ensemble ι n := by
      refine (convex_convexHull ℝ _).sum_mem (fun T _ => h0 T) h1 fun T hT => ?_
      let e := (T.equivFinOfCardEq (mem_powersetCard.1 hT).2).symm
      have ht : Function.Injective fun a => (e a : ι) := Subtype.val_injective.comp e.injective
      have hi : univ.image (fun a => (e a : ι)) = T := by
        ext m
        simp only [mem_image, mem_univ, true_and]
        exact ⟨fun ⟨a, ha⟩ => ha ▸ (e a).2, fun hm => ⟨e.symm ⟨m, hm⟩, by simp⟩⟩
      refine subset_convexHull ℝ _ ⟨_, slater_fermionic ht, ?_⟩
      rw [slater_twoMatrix ht, hi]
    convert hmix using 1
    funext i j k l
    simp only [Finset.sum_apply, Pi.smul_apply, pairKernel, Complex.real_smul]
    by_cases hij : i = j
    · subst hij
      have he : exchange i i k l = 0 := by unfold exchange; ring
      simp [he]
    · rw [h2 i j hij, Complex.ofReal_sum, sum_mul]
      exact sum_congr rfl fun T _ => by split_ifs <;> simp
```

Q: My states also have coherences, which that array lacks.

A: The last theorem prescribes only D(ij,ij) for i ≠ j. The other elements may be those of any ensemble two-matrix with this diagonal, but they cannot be chosen at will. The condition on p is the same.

```lean
/-- The diagonal problem: numbers `p_ij` are the elements `D(ij,ij)`, `i ≠ j`, of some ensemble
two-matrix if and only if they are pair probabilities on `(n + 2)`-element orbital subsets. -/
theorem diagonal_representable_iff (p : ι → ι → ℝ) :
    (∃ D ∈ ensemble ι n, ∀ i j, i ≠ j → D i j i j = (p i j : ℂ)) ↔ IsPairProbability n p := by
  constructor
  · rintro ⟨D, hD, hp⟩
    obtain ⟨P, h0, h1, h2⟩ := ensemble_diagonal hD
    refine ⟨P, h0, h1, fun i j hij => Eq.trans ?_ (h2 i j hij)⟩
    simp [hp i j hij]
  · intro h
    refine ⟨pairKernel p, (pairKernel_mem_ensemble_iff p).2 h, fun i j hij => ?_⟩
    simp [pairKernel, exchange, hij]

end

end DiagonalRepresentability
```

Q: What does this look like in a configuration-interaction calculation?

A: Take N = 2, four orbitals and the state √0.9 |12⟩ + √0.1 |34⟩. The squared coefficients are P, so p_12 = 0.9, p_34 = 0.1 and the other pairs have 0. The pure state has D(12,34) = 0.3, while the mixture of the two determinants has 0 there. Your density-density energy is the same for both.

```lean
#print axioms DiagonalRepresentability.pair_occupation
#print axioms DiagonalRepresentability.diagonal_representable_iff
```

```
'DiagonalRepresentability.pair_occupation' depends on axioms: [propext, Classical.choice, Quot.sound]
'DiagonalRepresentability.diagonal_representable_iff' depends on axioms: [propext, Classical.choice, Quot.sound]
```
